# On n-point logarithmic meshes with a common step, radial sums equal zero-padded Fourier correlations of length N ≥ 2n − 1

A plane-wave calculation can obtain the Fourier coefficients of an atomic quantity such as a charge density from the form factor of that quantity. For a spherically symmetric function \(f(r)\) this is

\[
F(q) = 4\pi \int_0^\infty r^2 f(r)\,\frac{\sin qr}{qr}\,dr ,
\]

tabulated at many momenta \(q\). If \(f\) is given at \(n\) points of a logarithmic mesh and \(F\) is wanted at \(n\) momenta, direct summation takes about \(n^2\) multiplications. When the momenta also form a logarithmic mesh with the same step, the whole table can be obtained from discrete Fourier transforms, and hence by fast Fourier transform. The identity below shows that this replacement leaves the finite radial sum unchanged in exact arithmetic, provided that the transform is long enough.

Talman's name is associated with methods for spherical Bessel transforms on logarithmic meshes. What is proved here is the correlation identity between finite sums; how well such a sum approximates the radial integral is a separate question.

```lean
import Mathlib

open Finset

namespace TalmanLogMesh

noncomputable section
```

## Meshes, phases and transforms

Both meshes have the form \(x_j = x_0 e^{jh}\), with first point \(x_0\) and logarithmic step \(h\). The radial mesh is \(r_j = r_0 e^{jh}\) and the momentum mesh is \(q_m = q_0 e^{mh}\), where \(j\) and \(m\) run from \(0\) to \(n-1\). In Lean a mesh is a function of a natural number, and the restriction to \(n\) points enters later through the range of the sum and the condition on \(m\). Physically \(r_0\), \(q_0\) and \(h\) are positive, but the identity holds for all real values.

```lean
/-- The logarithmic mesh with first point `x0` and logarithmic step `h`. -/
def logMesh (x0 h : ℝ) (j : ℕ) : ℝ := x0 * Real.exp (j * h)
```

For a transform length \(N\) and an integer \(d\), write

\[
e_N(d) = \exp(2\pi i d/N).
\]

The integer argument allows negative frequencies to be used directly.

```lean
/-- The phase `exp(2πi d/N)`. -/
def phase (N : ℕ) (d : ℤ) : ℂ := Complex.exp (2 * Real.pi * Complex.I * d / N)
```

The discrete Fourier transform of a sequence \(f_u\) is taken with a minus sign in the exponent and no prefactor:

\[
\hat f(s) = \sum_{u=0}^{N-1} f_u\, e_N(-su).
\]

```lean
/-- The unnormalised discrete Fourier transform of length `N` at integer frequency `s`. -/
def dft (N : ℕ) (f : ℕ → ℂ) (s : ℤ) : ℂ := ∑ u ∈ range N, f u * phase N (-(s * u))
```

The \(n\) coefficients \(a_j\) of the radial sum are extended by zeros to the transform length. Their transform is called \(A\).

```lean
/-- The first `n` coefficients of `a`, followed by zeros. -/
def zeroPad (n : ℕ) (a : ℕ → ℂ) (j : ℕ) : ℂ := if j < n then a j else 0
```

The kernel \(K\) is any complex-valued function of a real variable. For the form factor above it is \(\sin x/x\), the spherical Bessel function of order zero; for angular momentum \(l\) it would be the spherical Bessel function of order \(l\). It is sampled at

\[
k_t = K(q_0 r_0 e^{th}), \qquad 0 \le t < N .
\]

```lean
/-- The kernel sampled on the logarithmic mesh of products, `k_t = K(q0 r0 exp(th))`. -/
def kernelSamples (K : ℝ → ℂ) (q0 r0 h : ℝ) (t : ℕ) : ℂ := K (q0 * r0 * Real.exp (t * h))
```

For two sequences \(f\) and \(g\), the quantity computed in Fourier space is

\[
C_m = \frac1N \sum_{t=0}^{N-1} \hat f(-t)\,\hat g(t)\, e_N(tm).
\]

The factor \(1/N\) belongs to the inverse transform. The argument \(-t\) in the first factor makes this a correlation, in which indices are added, where \(\hat f(t)\) would give a convolution.

```lean
/-- The Fourier-space expression `(1/N) ∑ₜ F(-t) G(t) exp(2πi tm/N)`, where `F` and `G` are
the discrete Fourier transforms of `f` and `g`. -/
def fourierCorrelation (N : ℕ) (f g : ℕ → ℂ) (m : ℕ) : ℂ :=
  (1 / (N : ℂ)) * ∑ t ∈ range N, dft N f (-(t : ℤ)) * dft N g t * phase N ((t : ℤ) * m)
```

## The product of two mesh points depends on one index

Multiplying a momentum by a radius adds the exponents:

\[
q_m r_j = q_0 r_0\, e^{(j+m)h}.
\]

The \(n^2\) arguments of the kernel therefore lie on a single logarithmic mesh, indexed by \(j+m\), and \(K(q_m r_j) = k_{j+m}\) whenever \(j+m<N\). This is where the common step of the two meshes is used. The proof splits the exponent and applies \(e^{x+y}=e^x e^y\).

```lean
/-- For logarithmic meshes with a common step, the product of a momentum mesh point and a radial
mesh point depends on the two indices only through their sum. -/
theorem logMesh_mul (q0 r0 h : ℝ) (m j : ℕ) :
    logMesh q0 h m * logMesh r0 h j = q0 * r0 * Real.exp (((j + m : ℕ) : ℝ) * h) := by
  have e : ((j + m : ℕ) : ℝ) * h = m * h + j * h := by push_cast; ring
  rw [e, Real.exp_add]
  unfold logMesh
  ring
```

## Phases are orthogonal over one period

The phases inherit the addition rule of the exponential, \(e_N(a+b) = e_N(a)\,e_N(b)\).

```lean
/-- Phases multiply when their integer arguments are added. -/
theorem phase_add (N : ℕ) (a b : ℤ) : phase N (a + b) = phase N a * phase N b := by
  unfold phase
  rw [← Complex.exp_add]
  congr 1
  push_cast
  ring
```

A complex exponential equals one exactly when its argument is an integer multiple of \(2\pi i\). Hence \(e_N(d)=1\) means \(2\pi i d/N = 2\pi i k\) for some integer \(k\), that is, \(d = Nk\). For \(N \ne 0\), then, \(e_N(d) = 1\) if and only if \(N\) divides \(d\). The two branches of the proof are the two directions of this equivalence.

```lean
/-- For `N ≠ 0`, the phase `exp(2πi d/N)` equals one exactly when `N` divides `d`. -/
theorem phase_eq_one_iff {N : ℕ} (hN : N ≠ 0) (d : ℤ) : phase N d = 1 ↔ (N : ℤ) ∣ d := by
  have hN' : (N : ℂ) ≠ 0 := Nat.cast_ne_zero.2 hN
  unfold phase
  rw [Complex.exp_eq_one_iff]
  constructor
  · rintro ⟨k, hk⟩
    rw [div_eq_iff hN'] at hk
    have e : (d : ℂ) = N * k := by
      apply mul_left_cancel₀ Complex.two_pi_I_ne_zero
      linear_combination hk
    exact ⟨k, by exact_mod_cast e⟩
  · rintro ⟨k, rfl⟩
    refine ⟨k, ?_⟩
    rw [div_eq_iff hN']
    push_cast
    ring
```

Now put \(\omega = e_N(d)\), so that \(e_N(td) = \omega^t\). If \(N\) divides \(d\), every term of the sum over \(t\) is one and the total is \(N\). Otherwise \(\omega \neq 1\) while \(\omega^N = 1\), and the geometric sum gives

\[
\sum_{t=0}^{N-1} \omega^t = \frac{\omega^N - 1}{\omega - 1} = 0 .
\]

In the proof, `hpow` is the statement \(e_N(td)=\omega^t\), and `geom_sum_eq` supplies the closed form.

```lean
/-- Orthogonality of phases: the sum of `exp(2πi td/N)` over one period of `t` is `N` if `N`
divides `d`, and zero otherwise. -/
theorem phase_orthogonality {N : ℕ} (hN : N ≠ 0) (d : ℤ) :
    ∑ t ∈ range N, phase N ((t : ℤ) * d) = if (N : ℤ) ∣ d then (N : ℂ) else 0 := by
  have hpow : ∀ t : ℕ, phase N ((t : ℤ) * d) = phase N d ^ t := by
    intro t
    unfold phase
    rw [← Complex.exp_nat_mul]
    congr 1
    push_cast
    ring
  rw [Finset.sum_congr rfl (fun t _ => hpow t)]
  by_cases hd : (N : ℤ) ∣ d
  · rw [if_pos hd, (phase_eq_one_iff hN d).2 hd]
    simp
  · -- a geometric sum whose ratio is a nontrivial N-th root of unity
    have h1 : phase N d ≠ 1 := fun e => hd ((phase_eq_one_iff hN d).1 e)
    have h2 : phase N d ^ N = 1 := by
      rw [← hpow N]
      exact (phase_eq_one_iff hN _).2 (dvd_mul_right _ _)
    rw [if_neg hd, geom_sum_eq h1, h2, sub_self, zero_div]
```

## The Fourier expression is a cyclic correlation

Insert the two transforms into \(C_m\). The first contributes \(e_N(tj)\), the second \(e_N(-tu)\), and together with \(e_N(tm)\) they combine into one phase:

\[
C_m = \frac1N \sum_{j=0}^{N-1} \sum_{u=0}^{N-1} f_j\, g_u \sum_{t=0}^{N-1} e_N\bigl(t(j+m-u)\bigr).
\]

By orthogonality the inner sum is \(N\) when \(N\) divides \(j+m-u\) and zero otherwise. Among \(u = 0,\dots,N-1\) exactly one value satisfies this, the remainder of \(j+m\) on division by \(N\). The factor \(N\) cancels the prefactor, leaving

\[
C_m = \sum_{j=0}^{N-1} f_j\, g_{(j+m)\bmod N}.
\]

The proof follows the same order. `hterm` collects the phases, `Finset.sum_comm` moves the sum over \(t\) inside, `hin` applies orthogonality, and `hsel` identifies the surviving \(u\).

```lean
/-- The Fourier-space expression is the cyclic correlation of the two sequences. -/
theorem fourierCorrelation_eq_cyclic {N : ℕ} (hN : N ≠ 0) (f g : ℕ → ℂ) (m : ℕ) :
    fourierCorrelation N f g m = ∑ j ∈ range N, f j * g ((j + m) % N) := by
  have hN' : (N : ℂ) ≠ 0 := Nat.cast_ne_zero.2 hN
  -- collect the three phases of each term into one
  have hterm : ∀ t : ℕ, dft N f (-(t : ℤ)) * dft N g t * phase N ((t : ℤ) * m) =
      ∑ j ∈ range N, ∑ u ∈ range N, f j * g u * phase N ((t : ℤ) * ((j : ℤ) + m - u)) := by
    intro t
    unfold dft
    rw [Finset.sum_mul_sum, Finset.sum_mul]
    refine Finset.sum_congr rfl fun j _ => ?_
    rw [Finset.sum_mul]
    refine Finset.sum_congr rfl fun u _ => ?_
    have e : (t : ℤ) * ((j : ℤ) + m - u) = -(-(t : ℤ) * j) + -((t : ℤ) * u) + (t : ℤ) * m := by
      ring
    rw [e, phase_add, phase_add]
    ring
  unfold fourierCorrelation
  rw [Finset.sum_congr rfl (fun t _ => hterm t), Finset.sum_comm, Finset.mul_sum]
  refine Finset.sum_congr rfl fun j _ => ?_
  have hin : ∀ u : ℕ, ∑ t ∈ range N, f j * g u * phase N ((t : ℤ) * ((j : ℤ) + m - u)) =
      f j * g u * (if (N : ℤ) ∣ (j : ℤ) + m - u then (N : ℂ) else 0) := fun u => by
    rw [← Finset.mul_sum, phase_orthogonality hN]
  -- orthogonality selects the index u = (j + m) mod N
  have hsel : ∀ u : ℕ, u < N → ((N : ℤ) ∣ (j : ℤ) + m - u ↔ u = (j + m) % N) := by
    intro u hu
    have e := Nat.modEq_iff_dvd (n := N) (a := u) (b := j + m)
    rw [Nat.cast_add] at e
    rw [← e, Nat.ModEq, Nat.mod_eq_of_lt hu]
  have hlt : (j + m) % N < N := Nat.mod_lt _ (Nat.pos_of_ne_zero hN)
  rw [Finset.sum_comm, Finset.sum_congr rfl (fun u _ => hin u),
    Finset.sum_eq_single ((j + m) % N)]
  · rw [if_pos ((hsel _ hlt).2 rfl)]
    field_simp
  · intro u hu hne
    rw [if_neg (fun hd => hne ((hsel u (Finset.mem_range.1 hu)).1 hd)), mul_zero]
  · intro hnot
    exact absurd (Finset.mem_range.2 hlt) hnot
```

## Zero padding removes the wrap-around

If \(f\) is the padded sequence, the terms with \(j \ge n\) vanish. For \(n \le N\),

\[
C_m = \sum_{j=0}^{n-1} a_j\, g_{(j+m)\bmod N}.
\]

The calculation in Lean reads this from right to left: it replaces \(a_j\) by its padded value on the first \(n\) indices and then extends the range by terms that are zero.

```lean
/-- For `N ≠ 0` and `n ≤ N`, the Fourier-space expression with zero-padded coefficients is a cyclic
correlation that runs over the `n` original coefficients only. -/
theorem padded_correlation {N n : ℕ} (hN : N ≠ 0) (hn : n ≤ N) (a g : ℕ → ℂ) (m : ℕ) :
    fourierCorrelation N (zeroPad n a) g m = ∑ j ∈ range n, a j * g ((j + m) % N) := by
  rw [fourierCorrelation_eq_cyclic hN]
  symm
  calc ∑ j ∈ range n, a j * g ((j + m) % N)
      = ∑ j ∈ range n, zeroPad n a j * g ((j + m) % N) := by
        refine Finset.sum_congr rfl fun j hj => ?_
        rw [zeroPad, if_pos (Finset.mem_range.1 hj)]
    _ = ∑ j ∈ range N, zeroPad n a j * g ((j + m) % N) := by
        refine Finset.sum_subset
          (fun x hx => Finset.mem_range.2 (lt_of_lt_of_le (Finset.mem_range.1 hx) hn)) ?_
        intro j _ hj
        rw [zeroPad, if_neg (fun hl => hj (Finset.mem_range.2 hl)), zero_mul]
```

It remains to deal with the remainder. For \(j, m \le n-1\) the index satisfies \(j+m \le 2n-2\). If \(N \ge 2n-1\), this is smaller than \(N\), so \((j+m) \bmod N = j+m\). With \(g_t = k_t\) and the product rule for the meshes,

\[
\sum_{j=0}^{n-1} a_j K(q_m r_j) = \sum_{j=0}^{n-1} a_j k_{j+m}
= \frac1N \sum_{t=0}^{N-1} A(-t)\,\hat k(t)\, e_N(tm).
\]

The theorem states this for every \(m<n\), with arbitrary coefficients and an arbitrary kernel. Its hypothesis `2 * n ≤ N + 1` is the condition \(N \ge 2n-1\) written without subtraction. Since \(m<n\) forces \(n \ge 1\), the same condition also gives \(N \ge 1\) and \(n \le N\), which the earlier steps require. The smallest case is \(n=N=1\), where both sides are \(a_0K(q_0r_0)\). In the proof, `omega` settles these inequalities between integers.

```lean
/-- On radial and momentum logarithmic meshes of `n` points with a common step, the radial sum with
any kernel, taken at any of the `n` momenta, equals the Fourier-space expression of every length `N
≥ 2n - 1`. -/
theorem talman_correlation {N n m : ℕ} (a : ℕ → ℂ) (K : ℝ → ℂ) (q0 r0 h : ℝ)
    (hm : m < n) (hN : 2 * n ≤ N + 1) :
    ∑ j ∈ range n, a j * K (logMesh q0 h m * logMesh r0 h j) =
      fourierCorrelation N (zeroPad n a) (kernelSamples K q0 r0 h) m := by
  rw [padded_correlation (by omega) (by omega)]
  refine Finset.sum_congr rfl fun j hj => ?_
  have hj' := Finset.mem_range.1 hj
  -- the padding is long enough that no index wraps around
  rw [Nat.mod_eq_of_lt (by omega : j + m < N), logMesh_mul, kernelSamples]
```

## One transform point too few

Suppose the transform is shortened by a single point, to \(N = 2n-2\). Write \(n = p+1\) with \(p \ge 1\), so that \(N = 2p\), and look at the last momentum, \(m = p\). For \(j<p\) the index \(j+p\) is still below \(2p\). For \(j=p\) it equals \(2p\) and wraps around to zero, so the kernel value \(K(q_pr_p)\) is replaced by \(K(q_0r_0)\). Hence

\[
C_p = \sum_{j=0}^{p} a_j K(q_p r_j) + a_p\bigl[K(q_0 r_0) - K(q_p r_p)\bigr].
\]

A two-point mesh shows the failure in numbers. Take \(p=1\), \(q_0=r_0=1\), \(h=\ln 2\), \(K(x)=x\), \(a_0=0\) and \(a_1=1\). This kernel is chosen for easy arithmetic and is not a spherical Bessel function. The radial sum at \(m=1\) is \(q_1r_1 = 4\), whereas the Fourier expression of length \(2\) gives \(q_0r_0 = 1\). The difference, \(-3\), is the bracket above. With \(N=3\) the two sides agree.

The proof separates the term \(j=p\) from the others: `hlow` treats the terms that do not wrap, and `hwrap` and `hzero` evaluate the one that does.

```lean
/-- With `n = p + 1` mesh points, `p ≥ 1`, and the transform length `N = 2p = 2n - 2`, the result at
the last momentum differs from the radial sum by `a_p (K(q0 r0) - K(q_p r_p))`. -/
theorem aliasing_error_one_point_short {p : ℕ} (hp : 1 ≤ p) (a : ℕ → ℂ) (K : ℝ → ℂ)
    (q0 r0 h : ℝ) :
    fourierCorrelation (2 * p) (zeroPad (p + 1) a) (kernelSamples K q0 r0 h) p =
      ∑ j ∈ range (p + 1), a j * K (logMesh q0 h p * logMesh r0 h j) +
        a p * (K (q0 * r0) - K (logMesh q0 h p * logMesh r0 h p)) := by
  rw [padded_correlation (by omega) (by omega), Finset.sum_range_succ, Finset.sum_range_succ]
  have hlow : ∑ j ∈ range p, a j * kernelSamples K q0 r0 h ((j + p) % (2 * p)) =
      ∑ j ∈ range p, a j * K (logMesh q0 h p * logMesh r0 h j) := by
    refine Finset.sum_congr rfl fun j hj => ?_
    have hj' := Finset.mem_range.1 hj
    rw [Nat.mod_eq_of_lt (by omega : j + p < 2 * p), logMesh_mul, kernelSamples]
  -- only the last term wraps around, to the first kernel sample
  have hwrap : (p + p) % (2 * p) = 0 := by rw [← two_mul, Nat.mod_self]
  have hzero : kernelSamples K q0 r0 h 0 = K (q0 * r0) := by simp [kernelSamples]
  rw [hlow, hwrap, hzero]
  ring
```

## The s-wave form factor

On the logarithmic mesh \(r = r_0 e^{jh}\), regarded as a function of a continuous index \(j\), one has \(dr = h r\,dj\) and therefore \(r^2\,dr = h r^3\,dj\). Replacing the integral over \(j\) by a sum with unit spacing gives

\[
F(q_m) \approx 4\pi \sum_{j=0}^{n-1} h\, r_j^3 f(r_j)\, \frac{\sin q_m r_j}{q_m r_j}.
\]

This sum has the required form, with

\[
a_j = 4\pi h\, r_j^3 f(r_j), \qquad K(x) = \frac{\sin x}{x}.
\]

The theorem starts from the sum, not from the integral. The error of the quadrature, the omitted region \(r<r_0\) and the cut-off at \(r_{n-1}\) are the same whether the sum is evaluated directly or through Fourier transforms.

In Lean, \(f\) is a real function and `Real.sinc` is \(\sin x/x\), with value \(1\) at \(x=0\). The real sum is regarded as a complex number so that it can be compared with the Fourier expression. The proof applies the general theorem and moves the factor \(4\pi\) into the coefficients.

```lean
/-- The s-wave form factor sum `4π ∑ⱼ h rⱼ³ f(rⱼ) sin(q_m rⱼ)/(q_m rⱼ)` on `n`-point radial and
momentum logarithmic meshes with a common step equals the Fourier-space expression of every length
`N ≥ 2n - 1`. -/
theorem s_wave_form_factor {N n m : ℕ} (f : ℝ → ℝ) (q0 r0 h : ℝ)
    (hm : m < n) (hN : 2 * n ≤ N + 1) :
    ((4 * Real.pi * ∑ j ∈ range n, h * logMesh r0 h j ^ 3 * f (logMesh r0 h j) *
        Real.sinc (logMesh q0 h m * logMesh r0 h j) : ℝ) : ℂ) =
      fourierCorrelation N
        (zeroPad n fun j =>
          ((4 * Real.pi * (h * logMesh r0 h j ^ 3 * f (logMesh r0 h j)) : ℝ) : ℂ))
        (kernelSamples (fun x => ((Real.sinc x : ℝ) : ℂ)) q0 r0 h) m := by
  rw [← talman_correlation _ _ q0 r0 h hm hN, Finset.mul_sum, Complex.ofReal_sum]
  refine Finset.sum_congr rfl fun j _ => ?_
  rw [← Complex.ofReal_mul]
  congr 1
  ring

end

end TalmanLogMesh
```

The kernel samples depend on the meshes and on \(K\), but not on \(f\). For several radial functions on the same meshes, \(\hat k\) can therefore be computed once; each further function can then be treated with the transform of its own coefficients and one inverse transform, which returns the form factor sum at all \(n\) momenta.

```lean
#print axioms TalmanLogMesh.talman_correlation
#print axioms TalmanLogMesh.aliasing_error_one_point_short
#print axioms TalmanLogMesh.s_wave_form_factor
```

```
'TalmanLogMesh.talman_correlation' depends on axioms: [propext, Classical.choice, Quot.sound]
'TalmanLogMesh.aliasing_error_one_point_short' depends on axioms: [propext, Classical.choice, Quot.sound]
'TalmanLogMesh.s_wave_form_factor' depends on axioms: [propext, Classical.choice, Quot.sound]
```
